# The second derivative of a polynomial along one coordinate has no terms of the polynomial's original degree or higher

Let `P` be a real polynomial in finitely many variables, and let `m` be a monomial whose total degree is at least that of `P`. The lemma says that `m` has coefficient zero in ∂ᵢ²`P`, for any variable i. In physics, such second derivatives are what the kinetic-energy operator is built from, but the statement itself concerns only polynomials and involves no Hamiltonian or wavefunction. The attempt first writes each coefficient of a first derivative as an exponent times a coefficient of the original polynomial, at the monomial with one more power of xᵢ. Using this twice leads to a coefficient of `P` at degree two above that of `m`, which must vanish.

As first written in Lean, the proof fails:

```lean
import Mathlib

open MvPolynomial

namespace CoeffPderivPderivEqZero

noncomputable section

variable {κ : Type*} [Fintype κ] [DecidableEq κ] {c : κ → ℕ}
variable {σ : Type*} [Fintype σ] [DecidableEq σ]

omit [Fintype σ] in
/-- The operator `xᵢ ∂ᵢ` multiplies the coefficient of each monomial by its exponent of `xᵢ`. -/
theorem coeff_X_mul_pderiv (i : σ) (m : σ →₀ ℕ) (P : MvPolynomial σ ℝ) :
    coeff m (X i * pderiv i P) = (m i : ℝ) * coeff m P := by
  refine MvPolynomial.induction_on' P ?_ ?_
  · intro u a
    rw [X_mul_pderiv_monomial, coeff_smul, coeff_monomial]
    split_ifs with h
    · rw [h, nsmul_eq_mul]
    · simp
  · intro p q hp hq
    rw [map_add, mul_add, coeff_add, hp, hq, coeff_add, mul_add]

/-- A second derivative `∂ᵢ² P` contains no monomial whose degree is at least that of `P`. -/
theorem coeff_pderiv_pderiv_eq_zero {P : MvPolynomial σ ℝ} {m : σ →₀ ℕ}
    (h : P.totalDegree ≤ ∑ v, m v) (i : σ) : coeff m (pderiv i (pderiv i P)) = 0 := by
  have hd : ∀ (Q : MvPolynomial σ ℝ) (d : σ →₀ ℕ), coeff d (pderiv i Q) =
      ((Finsupp.single i 1 + d) i : ℕ) * coeff (Finsupp.single i 1 + d) Q := by
    intro Q d
    rw [← coeff_X_mul_pderiv, coeff_X_mul]
  have hz : coeff (Finsupp.single i 1 + (Finsupp.single i 1 + m)) P = 0 := by
    by_contra hne
    have hle := le_totalDegree (mem_support_iff.2 hne)
    rw [Finsupp.sum_fintype _ _ (fun _ => rfl)] at hle
    simp only [Finsupp.add_apply, Finset.sum_add_distrib, Finsupp.single_apply,
      Finset.sum_ite_eq, Finset.mem_univ, if_true] at hle
    omega
  rw [hd, hd, hz, mul_zero, mul_zero]

end

end CoeffPderivPderivEqZero
```

The error:

```
Main.lean:29:7: error: Function expected at
  (fun₀ | i => 1) + d
but this term has type
  ?m.73

Note: Expected a function because this term is being applied to the argument
  i
```

Diagnosis. The error lies in the statement of the auxiliary fact `hd`, where the sum `Finsupp.single i 1 + d` is applied to `i` to read off an exponent. To accept that application, Lean must know that the sum is a finitely supported function, which can be coerced to an ordinary one. At that point the type of the sum is still undetermined, the `?m.73` of the message, so Lean finds no function to apply. The outer `: ℕ` does not help, since it fixes the type of the value after application and not that of the sum. The same sum inside `coeff` draws no complaint, because `coeff` expects an exponent vector there and so supplies the type.

The repair writes `(Finsupp.single i 1 + d : σ →₀ ℕ)`, which settles the type before `i` is applied. The added `: ℝ` only spells out the cast of the exponent to a real number, which Lean would insert by itself in this product; that and the line break are tidying.

Fix (accepted with no message):

```diff
@@ -27,5 +27,6 @@
     (h : P.totalDegree ≤ ∑ v, m v) (i : σ) : coeff m (pderiv i (pderiv i P)) = 0 := by
   have hd : ∀ (Q : MvPolynomial σ ℝ) (d : σ →₀ ℕ), coeff d (pderiv i Q) =
-      ((Finsupp.single i 1 + d) i : ℕ) * coeff (Finsupp.single i 1 + d) Q := by
+      (((Finsupp.single i 1 + d : σ →₀ ℕ) i : ℕ) : ℝ) *
+        coeff (Finsupp.single i 1 + d) Q := by
     intro Q d
     rw [← coeff_X_mul_pderiv, coeff_X_mul]
```
